# A state built from the vacuum by creating only spin-up electrons is annihilated by every spin-down annihilator

On a finite set of sites, let creators and annihilators obey the canonical anticommutation relations on a complex vector space, and let `v` be a vector that every annihilator, of either spin, sends to zero. The lemma `down_polarised` says that if `k` spin-up electrons are created from `v` in orbitals `f 0`, ..., `f (k - 1)`, then the spin-down annihilator at any site gives zero on the result. The orbitals are arbitrary complex functions on the sites, neither normalised nor assumed orthogonal, and no Hamiltonian enters. The proof is by induction on `k`: a spin-down annihilator anticommutes with the creator of a spin-up orbital, so it can be moved past the last creator to act on the state with one electron fewer, where the induction hypothesis applies.

The first attempt, which Lean rejects:

```lean
import Mathlib

open Matrix
open scoped ComplexOrder

namespace HubbardFerromagnet

noncomputable section

/-- The two spin projections of an electron. -/
inductive Spin
  | up
  | down
  deriving DecidableEq

open Spin

variable {X V : Type*} [DecidableEq X] [AddCommGroup V] [Module ℂ V]

/-- The canonical anticommutation relations for creators `c p s` and annihilators `a p s`
at site `p` with spin `s`. -/
structure IsCAR (c a : X → Spin → Module.End ℂ V) : Prop where
  cc : ∀ p s q r, c p s * c q r + c q r * c p s = 0
  aa : ∀ p s q r, a p s * a q r + a q r * a p s = 0
  ac : ∀ p s q r, a p s * c q r + c q r * a p s = if p = q ∧ s = r then 1 else 0

section Definitions

variable [Fintype X] (c a : X → Spin → Module.End ℂ V)

/-- Creator of a spin-up electron in the orbital `g`. -/
def creator (g : X → ℂ) : Module.End ℂ V := ∑ p, g p • c p up

/-- The state obtained from `v` by creating spin-up electrons in the orbitals
`f 0, ..., f (k - 1)`, in this order. -/
def polarised (v : V) (f : ℕ → X → ℂ) : ℕ → V
  | 0 => v
  | k + 1 => creator c (f k) (polarised v f k)

end Definitions

variable [Fintype X] {c a : X → Spin → Module.End ℂ V} {v : V}

/-- The anticommutator of a site annihilator with the creator of a spin-up orbital is the
orbital's amplitude at that site for spin up, and zero for spin down. -/
theorem annihilate_creator (h : IsCAR c a) (g : X → ℂ) (p : X) (s : Spin) :
    a p s * creator c g + creator c g * a p s = if s = up then g p • 1 else 0 := by
  simp only [creator, Finset.mul_sum, Finset.sum_mul, ← Finset.sum_add_distrib,
    mul_smul_comm, smul_mul_assoc, ← smul_add, h.ac]
  cases s <;> simp

/-- Every spin-down annihilator gives zero on the polarised state. -/
theorem down_polarised (h : IsCAR c a) (hv : ∀ p s, a p s v = 0) (f : ℕ → X → ℂ) (k : ℕ)
    (p : X) : a p down (polarised c v f k) = 0 := by
  induction k with
  | zero => exact hv p down
  | succ k ih =>
    have hc := LinearMap.congr_fun (annihilate_creator h (f k) p down) (polarised c v f k)
    simpa [ih] using hc

end

end HubbardFerromagnet
```

Messages:

```
Main.lean:59:4: error: Type mismatch: After simplification, term
  hc
 has type
  @Eq V ((a p down) ((creator c (f k)) (polarised c v f k))) 0
but is expected to have type
  @Eq V ((a p down) (polarised c v f (k + 1))) 0
```

What went wrong. The message shows that the physics of the induction step has gone through. Simplification with `ih` has reduced `hc` to the statement that `a p down` gives zero on `creator c (f k)` applied to `polarised c v f k`. The goal says the same of `polarised c v f (k + 1)`, which is that very vector by the recursive definition of `polarised`.

Lean reports a mismatch because the two sides are still written differently. The call `simpa [ih] using hc` was not given the definition of `polarised`, so `simp` left the goal's `polarised c v f (k + 1)` folded, and the final comparison between `hc` and the goal does not unfold it either.

The added line `rw [polarised]` rewrites the goal with the successor equation of the definition, turning `polarised c v f (k + 1)` into `creator c (f k) (polarised c v f k)`. The simplified `hc` then matches the goal, and the unchanged `simpa` closes it.

As a diff, the version that Lean accepts:

```diff
@@ -57,4 +57,5 @@
   | succ k ih =>
     have hc := LinearMap.congr_fun (annihilate_creator h (f k) p down) (polarised c v f k)
+    rw [polarised]
     simpa [ih] using hc
 
```
